# The total angular momentum of two spins 1 sorts 3×3 matrices into scalar, antisymmetric and symmetric traceless parts

Subtract the trace part from a Cartesian tensor of rank two, treat the remainder as a pure spin-2 quantity, and the result is wrong whenever the tensor is not symmetric: a spin-1 contribution is still in it. The problems below separate the contributions by means of the total angular momentum.

## Two spins as one matrix

A state of two spins 1 has nine amplitudes \(T_{ij}\) in the Cartesian product basis \(e_i\otimes e_j\). They form a complex matrix \(T\), with indices 0, 1, 2 for \(x,y,z\).

```lean
import Mathlib

open Matrix

namespace CartesianSpinOneCoupling

noncomputable section
```

The Levi-Civita symbol \(\varepsilon_{ijk}\) is `eps`. Addition in `Fin 3` is cyclic, so its first condition picks out the even permutations. The values are integers, which lets identities be checked by enumeration.

```lean
/-- The Levi-Civita symbol on three Cartesian indices. -/
def eps (i j k : Fin 3) : ℤ :=
  if j = i + 1 ∧ k = i + 2 then 1 else if j = i + 2 ∧ k = i + 1 then -1 else 0
```

In units with \(\hbar=1\), the spin-1 matrices are \((l_k)_{ij}=-i\,\varepsilon_{kij}\). As a factor, \(i\) is the imaginary unit; as a subscript, it is an index.

```lean
/-- The Cartesian spin-1 matrices, with entries `-i ε_kij`. -/
def l (k : Fin 3) : Matrix (Fin 3) (Fin 3) ℂ :=
  Matrix.of fun i j => -Complex.I * (eps k i j : ℂ)
```

The total angular momentum acts by \(J_kT=[l_k,T]=l_kT-Tl_k\); part (c) justifies this choice.

```lean
/-- The angular momentum component `J_k` acts on a matrix as the commutator with `l_k`. -/
def J (k : Fin 3) (T : Matrix (Fin 3) (Fin 3) ℂ) : Matrix (Fin 3) (Fin 3) ℂ :=
  l k * T - T * l k
```

The Casimir operator is \(J^2T=\sum_k J_k(J_kT)\).

```lean
/-- The Casimir operator `J²`, the sum of the squares of the three components. -/
def casimir (T : Matrix (Fin 3) (Fin 3) ℂ) : Matrix (Fin 3) (Fin 3) ℂ :=
  ∑ k, J k (J k T)
```

Write \(t=\operatorname{tr}T\) and let \(1\) also denote the identity matrix. Three matrices built from \(T\) are needed later:
\[
S=\tfrac t3\,1,\qquad A=\tfrac12(T-T^{T}),\qquad Q=\tfrac12(T+T^{T})-\tfrac t3\,1 .
\]

```lean
/-- The multiple of the identity that has the same trace as `T`. -/
def scalarPart (T : Matrix (Fin 3) (Fin 3) ℂ) : Matrix (Fin 3) (Fin 3) ℂ :=
  (T.trace / 3) • 1

/-- The antisymmetric part of `T`. -/
def antiPart (T : Matrix (Fin 3) (Fin 3) ℂ) : Matrix (Fin 3) (Fin 3) ℂ :=
  (1 / 2 : ℂ) • (T - Tᵀ)

/-- The symmetric part of `T` with its trace removed. -/
def symPart (T : Matrix (Fin 3) (Fin 3) ℂ) : Matrix (Fin 3) (Fin 3) ℂ :=
  (1 / 2 : ℂ) • (T + Tᵀ) - (T.trace / 3) • 1
```

## (a) Commutators of the spin-1 matrices

Show that the \(l_k\) are angular momentum matrices:
\[
[l_a,l_b]=i\sum_c\varepsilon_{abc}\,l_c .
\]

Contracting two Levi-Civita symbols gives
\[
(l_al_b)_{ij}=-\sum_m\varepsilon_{aim}\varepsilon_{bmj}=\delta_{ab}\delta_{ij}-\delta_{aj}\delta_{ib}.
\]
Subtracting the same expression with \(a\) and \(b\) exchanged leaves
\[
\delta_{ai}\delta_{bj}-\delta_{aj}\delta_{bi}=\sum_c\varepsilon_{abc}\varepsilon_{cij},
\]
which is the \(ij\) entry of the right-hand side, since \(i\cdot(-i)=1\).

In the Lean proof, `key` is this identity in integers, checked for all index values by `decide +kernel`. The last line supplies the factor \(i^2\).

```lean
/-- The spin-1 matrices obey `[l_a, l_b] = i Σ_c ε_abc l_c`. -/
theorem l_comm (a b : Fin 3) :
    l a * l b - l b * l a = Complex.I • ∑ c, (eps a b c : ℂ) • l c := by
  -- the underlying integer identity for the Levi-Civita symbol
  have key : ∀ a b i j : Fin 3,
      (eps a i 0 * eps b 0 j + eps a i 1 * eps b 1 j + eps a i 2 * eps b 2 j)
        - (eps b i 0 * eps a 0 j + eps b i 1 * eps a 1 j + eps b i 2 * eps a 2 j)
      = -(eps a b 0 * eps 0 i j + eps a b 1 * eps 1 i j + eps a b 2 * eps 2 i j) := by
    decide +kernel
  ext i j
  have h := congrArg (Int.cast : ℤ → ℂ) (key a b i j)
  push_cast at h
  simp only [Matrix.sub_apply, Matrix.mul_apply, Matrix.smul_apply, Matrix.add_apply,
    Fin.sum_univ_three, l, Matrix.of_apply, smul_eq_mul]
  linear_combination Complex.I ^ 2 * h
```

## (b) Commutators of the total angular momentum

Show that the \(J_k\) inherit these relations:
\[
J_a(J_bT)-J_b(J_aT)=i\sum_c\varepsilon_{abc}\,J_cT .
\]

Expand
\[
J_a(J_bT)=l_al_bT-l_aTl_b-l_bTl_a+Tl_bl_a .
\]
The two middle terms are symmetric in \(a,b\) and cancel in the difference, which becomes \([l_a,l_b]T-T[l_a,l_b]\). Inserting (a) finishes the argument. The `calc` block has the same two steps.

```lean
/-- The operators `J_k` on matrices obey the angular momentum commutation relations. -/
theorem J_comm (a b : Fin 3) (T : Matrix (Fin 3) (Fin 3) ℂ) :
    J a (J b T) - J b (J a T) = Complex.I • ∑ c, (eps a b c : ℂ) • J c T := by
  calc J a (J b T) - J b (J a T)
      = (l a * l b - l b * l a) * T - T * (l a * l b - l b * l a) := by
        simp only [J]
        noncomm_ring
    _ = Complex.I • ∑ c, (eps a b c : ℂ) • J c T := by
        rw [l_comm]
        simp only [J, Fin.sum_univ_three, Matrix.smul_mul, Matrix.mul_smul, add_mul, mul_add]
        module
```

## (c) Action on a product state

Show that on a product of vectors \(u\) and \(v\), each spin is acted on in turn:
\[
J_k(uv^{T})=(l_ku)v^{T}+u(l_kv)^{T}.
\]

Since \(\varepsilon_{kji}=-\varepsilon_{kij}\), we have \(l_k^{T}=-l_k\). Hence
\[
uv^{T}l_k=u(l_k^{T}v)^{T}=-u(l_kv)^{T},
\]
and the minus sign of the commutator turns this into a plus.

Lean's `vecMulVec u v` has entries \(u_iv_j\), without complex conjugation, so it is a product of two kets. The fact `hT` is the antisymmetry \(l_k^{T}=-l_k\), and `hv` is the resulting rule \(v^{T}l_k=-(l_kv)^{T}\).

```lean
/-- On a product `u vᵀ` of two vectors, `J_k` is the sum of `l_k` acting on `u` and `l_k`
acting on `v`. -/
theorem J_product (k : Fin 3) (u v : Fin 3 → ℂ) :
    J k (vecMulVec u v) = vecMulVec (l k *ᵥ u) v + vecMulVec u (l k *ᵥ v) := by
  have swap : ∀ k i j : Fin 3, eps k j i = -eps k i j := by decide +kernel
  have hT : (l k)ᵀ = -l k := by
    ext i j
    simp only [Matrix.transpose_apply, Matrix.neg_apply, l, Matrix.of_apply]
    rw [swap k i j]
    push_cast
    ring
  -- antisymmetry turns the action from the right into an action on `v`
  have hv : v ᵥ* l k = -(l k *ᵥ v) := by
    rw [← Matrix.mulVec_transpose, hT, Matrix.neg_mulVec]
  rw [J, Matrix.mul_vecMulVec, Matrix.vecMulVec_mul, hv]
  ext i j
  simp [Matrix.vecMulVec_apply]
```

## (d) A contraction over the spin matrices

Evaluate the sum in which \(T\) stands between two spin matrices:
\[
\sum_k l_kTl_k=t\,1-T^{T}.
\]

The \(ij\) entry is
\[
-\sum_{kmn}\varepsilon_{kim}\varepsilon_{knj}T_{mn}
=-\sum_{mn}(\delta_{in}\delta_{mj}-\delta_{ij}\delta_{mn})T_{mn}
=t\,\delta_{ij}-T_{ji}.
\]
Lean goes through the nine entries one by one with `fin_cases`.

```lean
/-- The contraction `Σ_k l_k T l_k` equals `tr(T) 1 - Tᵀ`. -/
theorem sum_l_mul_l (T : Matrix (Fin 3) (Fin 3) ℂ) :
    ∑ k, l k * T * l k = T.trace • (1 : Matrix (Fin 3) (Fin 3) ℂ) - Tᵀ := by
  have h : ∀ x : ℂ, Complex.I * x * Complex.I = -x := by
    intro x
    linear_combination x * Complex.I_sq
  ext i j
  fin_cases i <;> fin_cases j <;>
    simp [l, eps, Fin.sum_univ_three, Matrix.mul_apply, Matrix.trace, h] <;> ring
```

## (e) The Casimir operator in closed form

Show that
\[
J^2T=4T+2T^{T}-2t\,1 .
\]

Expanding the double commutator gives
\[
J^2T=\Big(\sum_kl_k^2\Big)T+T\Big(\sum_kl_k^2\Big)-2\sum_kl_kTl_k .
\]
Part (d) at \(T=1\) yields \(\sum_kl_k^2=3\cdot1-1=2\cdot 1\), which is `hs` in the code. The first two terms therefore add up to \(4T\), and (d) gives the third.

```lean
/-- The Casimir operator in closed form: `J² T = 4 T + 2 Tᵀ - 2 tr(T) 1`. -/
theorem casimir_formula (T : Matrix (Fin 3) (Fin 3) ℂ) :
    casimir T = (4 : ℂ) • T + (2 : ℂ) • Tᵀ - (2 * T.trace) • 1 := by
  -- the contraction at `T = 1` gives the sum of the squares of the `l_k`
  have hs := sum_l_mul_l 1
  simp only [mul_one, Matrix.trace_one, Fintype.card_fin, Matrix.transpose_one] at hs
  calc casimir T
      = (∑ k, l k * l k) * T + T * (∑ k, l k * l k)
          - (∑ k, l k * T * l k) - (∑ k, l k * T * l k) := by
        simp only [casimir, J, Fin.sum_univ_three]
        noncomm_ring
    _ = (4 : ℂ) • T + (2 : ℂ) • Tᵀ - (2 * T.trace) • 1 := by
        rw [hs, sum_l_mul_l]
        simp only [sub_mul, mul_sub, Matrix.smul_mul, Matrix.mul_smul, one_mul, mul_one]
        push_cast
        module
```

## (f) Eigenmatrices without trace

Show that
\[
J^2T=\mu T,\quad \mu\neq0\quad\Longrightarrow\quad t=0 .
\]

By (e), \(\operatorname{tr}(J^2T)=4t+2t-6t=0\). The eigenvalue equation then gives \(\mu t=0\), so \(t=0\).

```lean
/-- An eigenmatrix of `J²` with nonzero eigenvalue is traceless. -/
theorem trace_eq_zero_of_eigen {T : Matrix (Fin 3) (Fin 3) ℂ} {μ : ℂ}
    (h : casimir T = μ • T) (hμ : μ ≠ 0) : T.trace = 0 := by
  have h0 : (casimir T).trace = 0 := by
    rw [casimir_formula]
    simp only [Matrix.trace_sub, Matrix.trace_add, Matrix.trace_smul, Matrix.trace_transpose,
      Matrix.trace_one, Fintype.card_fin, smul_eq_mul]
    push_cast
    ring
  rw [h, Matrix.trace_smul, smul_eq_mul] at h0
  exact (mul_eq_zero.mp h0).resolve_left hμ
```

## (g) The three eigenspaces

Prove the equivalences
\[
\begin{aligned}
J^2T=0&\iff T=c\,1\text{ for some }c\in\mathbb C,\\
J^2T=2T&\iff T^{T}=-T,\\
J^2T=6T&\iff T^{T}=T\text{ and }t=0 .
\end{aligned}
\]

If \(J^2T=0\), then \(4T+2T^{T}=2t\,1\) and, transposed, \(4T^{T}+2T=2t\,1\). One third of the first minus one sixth of the second is \(T=\tfrac t3 1\). Conversely, \(J^2(c\,1)=(4c+2c-6c)\,1=0\).

For eigenvalues 2 and 6, (f) gives \(t=0\). Then \(4T+2T^{T}=2T\) means \(T^{T}=-T\), and \(4T+2T^{T}=6T\) means \(T^{T}=T\). Conversely, an antisymmetric \(T\) has \(t=-t=0\) and \(J^2T=4T-2T=2T\); a symmetric traceless one has \(J^2T=4T+2T=6T\).

These values are \(j(j+1)\) for \(j=0,1,2\). For two spins 1, a nonzero amplitude matrix thus has \(j=0\) if it is a multiple of the identity, \(j=1\) if it is antisymmetric, and \(j=2\) if it is symmetric and traceless. Symmetry alone does not separate \(j=0\) from \(j=2\). The theorem does not resolve the magnetic quantum number, so it supplies no table of Clebsch-Gordan coefficients. The first `linear_combination` call in the code carries the coefficients one third and minus one sixth found above.

```lean
/-- `J²` acts as 0 exactly on the multiples of the identity, as 2 exactly on the antisymmetric
matrices, and as 6 exactly on the symmetric traceless matrices. -/
theorem casimir_eigenspaces (T : Matrix (Fin 3) (Fin 3) ℂ) :
    (casimir T = 0 ↔ ∃ c : ℂ, T = c • (1 : Matrix (Fin 3) (Fin 3) ℂ)) ∧
    (casimir T = (2 : ℂ) • T ↔ Tᵀ = -T) ∧
    (casimir T = (6 : ℂ) • T ↔ Tᵀ = T ∧ T.trace = 0) := by
  refine ⟨⟨fun h => ?_, ?_⟩, ⟨fun h => ?_, fun h => ?_⟩, ⟨fun h => ?_, fun h => ?_⟩⟩
  · -- combine the equation with its transpose
    rw [casimir_formula] at h
    have ht := congrArg Matrix.transpose h
    simp only [Matrix.transpose_sub, Matrix.transpose_add, Matrix.transpose_smul,
      Matrix.transpose_transpose, Matrix.transpose_one, Matrix.transpose_zero] at ht
    refine ⟨T.trace / 3, ?_⟩
    linear_combination (norm := module) (1 / 3 : ℂ) • h - (1 / 6 : ℂ) • ht
  · rintro ⟨c, rfl⟩
    rw [casimir_formula]
    simp only [Matrix.transpose_smul, Matrix.transpose_one, Matrix.trace_smul,
      Matrix.trace_one, Fintype.card_fin, smul_eq_mul]
    push_cast
    module
  · have h0 := trace_eq_zero_of_eigen h (by norm_num)
    rw [casimir_formula, h0] at h
    linear_combination (norm := module) (1 / 2 : ℂ) • h
  · have h1 := Matrix.trace_transpose T
    rw [h, Matrix.trace_neg] at h1
    have h0 : T.trace = 0 := by linear_combination (-1 / 2 : ℂ) * h1
    rw [casimir_formula, h, h0]
    module
  · have h0 := trace_eq_zero_of_eigen h (by norm_num)
    rw [casimir_formula, h0] at h
    refine ⟨?_, h0⟩
    linear_combination (norm := module) (1 / 2 : ℂ) • h
  · rw [casimir_formula, h.1, h.2]
    module
```

## (h) Splitting an arbitrary matrix

Show that every \(T\) is a sum of such eigenmatrices:
\[
T=S+A+Q,\qquad J^2S=0,\quad J^2A=2A,\quad J^2Q=6Q .
\]

In the sum, the trace terms cancel and the halves of \(T^{T}\) cancel. \(S\) is a multiple of the identity, \(A^{T}=-A\), \(Q^{T}=Q\) and \(\operatorname{tr}Q=t-t=0\), so (g) applies to each, as it does in the Lean proof.

Take the normalised state \(e_0\otimes e_1\), whose only nonzero entry is \(T_{01}=1\). Then \(S=0\), \(A_{01}=-A_{10}=\tfrac12\) and \(Q_{01}=Q_{10}=\tfrac12\). The squared entries of \(A\) and of \(Q\) each sum to \(\tfrac12\), so \(j=1\) and \(j=2\) are equally probable. As a check, \(2A+6Q\) has entries 4 at 01 and 2 at 10, in agreement with (e).

In NumPy the antisymmetric part is `(T - T.T) / 2`. For complex amplitudes the plain transpose is required, not the conjugate transpose.

```lean
/-- Every matrix is the sum of its scalar, antisymmetric and symmetric traceless parts, on which
`J²` acts as 0, 2 and 6. -/
theorem cartesian_decomposition (T : Matrix (Fin 3) (Fin 3) ℂ) :
    T = scalarPart T + antiPart T + symPart T ∧
    casimir (scalarPart T) = 0 ∧
    casimir (antiPart T) = (2 : ℂ) • antiPart T ∧
    casimir (symPart T) = (6 : ℂ) • symPart T := by
  refine ⟨?_, (casimir_eigenspaces _).1.mpr ⟨_, rfl⟩,
    (casimir_eigenspaces _).2.1.mpr ?_, (casimir_eigenspaces _).2.2.mpr ⟨?_, ?_⟩⟩
  · simp only [scalarPart, antiPart, symPart]
    module
  · simp only [antiPart, Matrix.transpose_smul, Matrix.transpose_sub,
      Matrix.transpose_transpose]
    module
  · simp only [symPart, Matrix.transpose_smul, Matrix.transpose_sub, Matrix.transpose_add,
      Matrix.transpose_transpose, Matrix.transpose_one]
    module
  · simp only [symPart, Matrix.trace_sub, Matrix.trace_smul, Matrix.trace_add,
      Matrix.trace_transpose, Matrix.trace_one, Fintype.card_fin, smul_eq_mul]
    push_cast
    ring
```

## (i) No further eigenvalues

Show that for \(T\neq0\)
\[
J^2T=\mu T\quad\Longrightarrow\quad\mu\in\{0,2,6\}.
\]

Let \(\mu\neq0\). By (f) and (e), \((4-\mu)T+2T^{T}=0\), with transpose \((4-\mu)T^{T}+2T=0\). Multiply the first by \(4-\mu\) and subtract twice the second:
\[
\big((4-\mu)^2-4\big)T=(\mu-2)(\mu-6)T=0 .
\]
Since \(T\neq0\), one factor vanishes. This quadratic equation is `hq`.

```lean
/-- An eigenvalue of `J²` on nonzero matrices is 0, 2 or 6. -/
theorem casimir_spectrum {T : Matrix (Fin 3) (Fin 3) ℂ} {μ : ℂ} (hT : T ≠ 0)
    (h : casimir T = μ • T) : μ = 0 ∨ μ = 2 ∨ μ = 6 := by
  by_cases hμ : μ = 0
  · exact Or.inl hμ
  · right
    have h0 := trace_eq_zero_of_eigen h hμ
    rw [casimir_formula, h0] at h
    have ht := congrArg Matrix.transpose h
    simp only [Matrix.transpose_sub, Matrix.transpose_add, Matrix.transpose_smul,
      Matrix.transpose_transpose, Matrix.transpose_one] at ht
    -- eliminating the transpose leaves a quadratic equation for the eigenvalue
    have hq : ((μ - 2) * (μ - 6)) • T = 0 := by
      linear_combination (norm := module) (4 - μ) • h - (2 : ℂ) • ht
    rcases mul_eq_zero.mp ((smul_eq_zero.mp hq).resolve_right hT) with h2 | h6
    · exact Or.inl (sub_eq_zero.mp h2)
    · exact Or.inr (sub_eq_zero.mp h6)

end

end CartesianSpinOneCoupling
```

```lean
#print axioms CartesianSpinOneCoupling.J_comm
#print axioms CartesianSpinOneCoupling.J_product
#print axioms CartesianSpinOneCoupling.cartesian_decomposition
#print axioms CartesianSpinOneCoupling.casimir_spectrum
```

```
'CartesianSpinOneCoupling.J_comm' depends on axioms: [propext, Classical.choice, Quot.sound]
'CartesianSpinOneCoupling.J_product' depends on axioms: [propext, Classical.choice, Quot.sound]
'CartesianSpinOneCoupling.cartesian_decomposition' depends on axioms: [propext, Classical.choice, Quot.sound]
'CartesianSpinOneCoupling.casimir_spectrum' depends on axioms: [propext, Classical.choice, Quot.sound]
```
